# Dilute limit of the CPA self-energy: the single-impurity t-matrix

## Physical setting

A binary alloy has host sites with on-site potential $0$ and impurity sites with potential $v$, at concentration $c$. At a fixed energy, $s(c)$ is the site-diagonal self-energy of the effective medium and $g(c)$ its local Green function. These are complex numbers for one band and matrices for several orbitals. A potential $x$ in a medium $g$ has the t-matrix
$$t(x)=(1-xg)^{-1}x,$$
which is $x/(1-xg)$ for scalars. Relative to the medium, an impurity site carries the potential $v-s$ and a host site $-s$. The Soven equation is
$$s=cv+(v-s)\,g\,s .$$
The full coherent potential approximation (CPA) also determines $g$ from $s$ through the host band structure; here $g(c)$ is any continuous function and that second condition is not imposed.

## Statement

Let $s$ and $g$ be continuous at $c=0$, let $s(0)=0$, let $1-vg(0)$ be invertible, and let the Soven equation hold near $c=0$. Then $s$ is differentiable at $0$ and
$$s'(0)=(1-vg(0))^{-1}v .$$
Differentiability of $s$ is a conclusion, and differentiability of $g$ is not needed. Three companion results go with it. Without invertibility, any slope $s'$ from $c>0$ obeys $(1-vg(0))\,s'=v$, so for scalars with $vg(0)=1$ and $v\neq0$ no such slope exists. For scalars at $c=1$, with $s(1)=v$ and $1+vg(1)\neq0$, the slope is $-t(-v)=v/(1+vg(1))$. An atomic-limit pair satisfies all hypotheses, with slope $2$.

For a binary model with site-diagonal disorder at one energy, this gives $s=c\,t(v)+o(c)$. Here $t(v)$ is taken at $g(0)$, which in the full CPA is the local Green function of the pure host. A numerical CPA solution can be checked against this at small $c$.

## Derivation

**Lippmann–Schwinger equation.** By definition $(1-xg)\,t=x$. Since $x(1-gx)=(1-xg)x$, also $t\,(1-gx)=x$.

**Vanishing average.** Put $t_A=t(v-s)$ and $t_B=t(-s)$. Multiply $ct_A+(1-c)t_B$ by $1-(v-s)g$ on the left and by $1+gs$ on the right. The first ordering removes $t_A$ and the second removes $t_B$:
$$c\,(v-s)(1+gs)-(1-c)\,\bigl(1-(v-s)g\bigr)s=cv+(v-s)gs-s .$$
A vanishing average therefore gives the Soven equation. Conversely both factors can be cancelled: the left one is invertible by assumption, and $(1+sg)\,t_B=-s$ gives
$$(1+gs)(1+gt_B)=1+gs+g(1+sg)t_B=1 .$$

**The limit.** Moving $(v-s)gs$ to the left gives $D(c)\,s(c)=cv$ with $D=1-(v-s)g$. Continuity and $s(0)=0$ give $D(c)\to1-vg(0)$. Invertible elements form an open set and inversion is continuous, so for small $c\neq0$
$$\frac{s(c)-s(0)}{c}=D(c)^{-1}v\;\longrightarrow\;(1-vg(0))^{-1}v .$$

**The pole.** If a slope $s'$ exists, then $D(c)\,s(c)/c=v$ for small $c>0$, while the left side tends to $(1-vg(0))\,s'$. At $vg(0)=1$ this reads $0=v$.

**Host and impurity exchanged.** Let $x=1-c$ now denote the host concentration instead of a potential, and set $\sigma(x)=s(1-x)-v$ and $w=-v$. The equation $\sigma=xw+(w-\sigma)g\sigma$ expands to $s=cv+s\,g\,(v-s)$, which for scalars is the Soven equation. Hence $\sigma'(0)=t(-v)$ in the medium $g(1)$, and $dx/dc=-1$ supplies the sign.

**Atomic limit.** Without hopping, $g=(1-c)/z+c/(z-v)$ and $s=z-1/g$. For $z=2$ and $v=1$ this is $g=(1+c)/2$ and $s=2c/(1+c)$. Then $gs=c$, so $cv+(v-s)gs=c+c(1-c)/(1+c)=2c/(1+c)=s$, and $t=1/(1-\tfrac12)=2$.

## What the formal version assumes

`tOp x g` is $t(x)$ with the inverse on the left, `SovenEq c v s g` is the Soven equation in the order $(v-s)gs$, and `averageT` is $ct_A+(1-c)t_B$. `IsUnit` means invertible. `averageT_eq_zero_iff` assumes it of $1-(v-s)g$ and of $1+sg$, and holds in any algebra over the reals. `Ring.inverse` returns zero on a non-invertible element and `tMatrix v g` is zero at its pole, but the hypotheses of every theorem that mentions a t-matrix exclude these cases.

In `dilute_limit_operator`, `A` is a real Banach algebra, which covers complex matrices with an operator norm and bounded operators, but not unbounded ones. The concentration runs over a set `S`; `hs`, `hg`, `hcpa` and the conclusion `HasDerivWithinAt s (tOp v (g 0)) S 0` all refer to $c\to0$ within `S`. The physical choice is $S=[0,1]$, and the conclusion has content only if `S` accumulates at $0$. The scalar `dilute_limit` uses a two-sided neighbourhood, so `hcpa` is required also for small negative $c$, and `concentrated_limit` requires it for $c$ slightly above $1$. `slope_equation` and `not_differentiable_at_pole` use $c>0$ only, written `Set.Ioi 0`, and the former does not need completeness of `A`.

The functions $s$ and $g$, their continuity and the Soven equation are hypotheses. Existence of a solution on a lattice, dependence on the energy, terms of order $c^2$, comparison with the exact disorder average and the matrix case at $c=1$ are not treated.

The following examples are checked by hand only. For constant scalar $g\neq0$ the Soven equation is $gs^2+(1-vg)s-cv=0$, with roots $0$ and $v-1/g$ at $c=0$, distinct when $vg\neq1$. The branch through $v-1/g$ violates $s(0)=0$ and has slope $-v/(1-vg)$. A function equal to $0$ at $c=0$ and to that branch elsewhere violates continuity alone and has no derivative. For $g=1/v$ the solutions are $s=\pm v\sqrt c$. A constant $g$ ignores the second CPA condition, so these examples test the hypotheses and do not describe the self-energy of an alloy.

## The Lean file

```lean
import Mathlib

open Filter Topology

namespace CPADiluteLimit

noncomputable section

section AlgebraicPart

variable {A : Type*} [Ring A]

/-- Single-site t-matrix `(1 - x g)⁻¹ x` of a scattering potential `x` in a medium with local
Green function `g` (operator form). -/
def tOp (x g : A) : A := Ring.inverse (1 - x * g) * x

/-- If `1 - x g` is invertible, the t-matrix solves the Lippmann-Schwinger equation in both
orderings: `(1 - x g) t = x` and `t (1 - g x) = x`. -/
theorem tOp_lippmann_schwinger {x g : A} (hu : IsUnit (1 - x * g)) :
    (1 - x * g) * tOp x g = x ∧ tOp x g * (1 - g * x) = x := by
  unfold tOp
  constructor
  · rw [← mul_assoc, Ring.mul_inverse_cancel _ hu, one_mul]
  · have e : x * (1 - g * x) = (1 - x * g) * x := by noncomm_ring
    rw [mul_assoc, e, ← mul_assoc, Ring.inverse_mul_cancel _ hu, one_mul]

variable [Algebra ℝ A]

/-- The Soven equation `s = c v + (v - s) g s` for the self-energy `s` of a binary alloy with
impurity potential `v` at concentration `c` and local medium Green function `g`. -/
def SovenEq (c : ℝ) (v s g : A) : Prop := s = c • v + (v - s) * g * s

/-- Concentration average of the t-matrices of an impurity site (potential `v - s`) and of a
host site (potential `-s`) embedded in the effective medium. -/
def averageT (c : ℝ) (v s g : A) : A := c • tOp (v - s) g + (1 - c) • tOp (-s) g

/-- If `1 - (v - s) g` and `1 + s g` are invertible, the averaged t-matrix vanishes exactly when
the Soven equation holds. -/
theorem averageT_eq_zero_iff {c : ℝ} {v s g : A} (hA : IsUnit (1 - (v - s) * g))
    (hB : IsUnit (1 + s * g)) : averageT c v s g = 0 ↔ SovenEq c v s g := by
  have hB' : IsUnit (1 - (-s) * g) := by
    rw [neg_mul, sub_neg_eq_add]
    exact hB
  obtain ⟨hA1, -⟩ := tOp_lippmann_schwinger hA
  obtain ⟨hB1, hB2⟩ := tOp_lippmann_schwinger hB'
  unfold averageT SovenEq
  generalize tOp (v - s) g = tA at hA1 ⊢
  generalize tOp (-s) g = tB at hB1 hB2 ⊢
  have expand : ∀ P Q : A, P * (c • tA + (1 - c) • tB) * Q
      = c • (P * tA * Q) + (1 - c) • (P * (tB * Q)) := by
    intro P Q
    simp only [mul_add, add_mul, mul_smul_comm, smul_mul_assoc, mul_assoc]
  have e1 : (v - s) * (1 - g * (-s)) = v - s + (v - s) * g * s := by noncomm_ring
  have e2 : (1 - (v - s) * g) * (-s) = -s + (v - s) * g * s := by noncomm_ring
  -- clearing both denominators turns the average into the Soven residual
  have key : (1 - (v - s) * g) * (c • tA + (1 - c) • tB) * (1 - g * (-s))
      = c • v + (v - s) * g * s - s := by
    rw [expand, hA1, hB2, e1, e2]
    module
  -- `1 + g t_B` is a right inverse of `1 + g s`
  have hR : (1 - g * (-s)) * (1 + g * tB) = 1 := by
    calc (1 - g * (-s)) * (1 + g * tB)
        = 1 + g * s + g * ((1 - (-s) * g) * tB) := by noncomm_ring
      _ = 1 := by
        rw [hB1]
        noncomm_ring
  constructor
  · intro h
    rw [h, mul_zero, zero_mul] at key
    exact (sub_eq_zero.mp key.symm).symm
  · intro h
    have h0 : c • v + (v - s) * g * s - s = 0 := sub_eq_zero.mpr h.symm
    rw [h0] at key
    calc c • tA + (1 - c) • tB
        = (Ring.inverse (1 - (v - s) * g) * (1 - (v - s) * g)) * (c • tA + (1 - c) • tB)
            * ((1 - g * (-s)) * (1 + g * tB)) := by
          rw [Ring.inverse_mul_cancel _ hA, hR, one_mul, mul_one]
      _ = Ring.inverse (1 - (v - s) * g)
            * ((1 - (v - s) * g) * (c • tA + (1 - c) • tB) * (1 - g * (-s)))
            * (1 + g * tB) := by
          simp only [mul_assoc]
      _ = 0 := by rw [key, mul_zero, zero_mul]

/-- A solution of the Soven equation satisfies `(1 - (v - s) g) s = c v`. -/
theorem soven_factor {c : ℝ} {v s g : A} (h : SovenEq c v s g) :
    (1 - (v - s) * g) * s = c • v := by
  unfold SovenEq at h
  calc (1 - (v - s) * g) * s = s - (v - s) * g * s := by noncomm_ring
    _ = c • v := sub_eq_iff_eq_add.mpr h

/-- If `1 - (v - s) g` is invertible, a solution of the Soven equation satisfies
`s = c (1 - (v - s) g)⁻¹ v`. -/
theorem soven_solve {c : ℝ} {v s g : A} (hu : IsUnit (1 - (v - s) * g))
    (h : SovenEq c v s g) : s = c • (Ring.inverse (1 - (v - s) * g) * v) := by
  calc s = Ring.inverse (1 - (v - s) * g) * (1 - (v - s) * g) * s := by
        rw [Ring.inverse_mul_cancel _ hu, one_mul]
    _ = Ring.inverse (1 - (v - s) * g) * (c • v) := by rw [mul_assoc, soven_factor h]
    _ = c • (Ring.inverse (1 - (v - s) * g) * v) := mul_smul_comm _ _ _

end AlgebraicPart

section OperatorPart

variable {A : Type*} [NormedRing A] [NormedAlgebra ℝ A]

/-- Dilute limit of the operator-valued CPA along a set `S` of concentrations: if `s` and `g`
are continuous at `c = 0`, `s(0) = 0`, `1 - v g(0)` is invertible and the Soven equation holds
near `0`, then `s` has derivative `(1 - v g(0))⁻¹ v` at `c = 0` within `S`. -/
theorem dilute_limit_operator [CompleteSpace A] {S : Set ℝ} {s g : ℝ → A} {v : A}
    (hs : ContinuousWithinAt s S 0) (hg : ContinuousWithinAt g S 0) (hs0 : s 0 = 0)
    (hunit : IsUnit (1 - v * g 0))
    (hcpa : ∀ᶠ c in 𝓝[S] (0 : ℝ), SovenEq c v (s c) (g c)) :
    HasDerivWithinAt s (tOp v (g 0)) S 0 := by
  have hD : Tendsto (fun c => 1 - (v - s c) * g c) (𝓝[S] 0) (𝓝 (1 - (v - s 0) * g 0)) :=
    tendsto_const_nhds.sub ((tendsto_const_nhds.sub hs.tendsto).mul hg.tendsto)
  rw [hs0, sub_zero] at hD
  -- the scattering denominator stays invertible and its inverse is continuous
  have hinv : Tendsto (fun c => Ring.inverse (1 - (v - s c) * g c)) (𝓝[S] 0)
      (𝓝 (Ring.inverse (1 - v * g 0))) := by
    obtain ⟨u, hu⟩ := hunit
    have h := NormedRing.inverse_continuousAt u
    rw [hu] at h
    exact h.tendsto.comp hD
  have hopen : ∀ᶠ y in 𝓝 (1 - v * g 0), IsUnit y := Units.isOpen.mem_nhds hunit
  have hev : ∀ᶠ c in 𝓝[S] (0 : ℝ), IsUnit (1 - (v - s c) * g c) := hD.eventually hopen
  have hle : 𝓝[S \ {0}] (0 : ℝ) ≤ 𝓝[S] 0 := nhdsWithin_mono _ (fun x hx => hx.1)
  rw [hasDerivWithinAt_iff_tendsto_slope]
  unfold tOp
  refine ((hinv.mul_const v).mono_left hle).congr' ?_
  filter_upwards [hev.filter_mono hle, hcpa.filter_mono hle, self_mem_nhdsWithin]
    with c hu hc hne
  have hc0 : c ≠ 0 := fun h => hne.2 h
  have h1 := soven_solve hu hc
  -- the difference quotient `s(c)/c` is `(1 - (v - s) g)⁻¹ v`
  calc Ring.inverse (1 - (v - s c) * g c) * v
      = c⁻¹ • (c • (Ring.inverse (1 - (v - s c) * g c) * v)) := by
        rw [smul_smul, inv_mul_cancel₀ hc0, one_smul]
    _ = c⁻¹ • s c := by rw [← h1]
    _ = slope s 0 c := by simp only [slope_def_module, hs0, sub_zero]

/-- If `s` solves the Soven equation for small `c > 0`, satisfies `s(0) = 0` and has a slope `s'` at `c = 0` from positive
concentrations and `g` is continuous there, then `(1 - v g(0)) s' = v`. -/
theorem slope_equation {s g : ℝ → A} {v s' : A}
    (hs : HasDerivWithinAt s s' (Set.Ioi 0) 0) (hg : ContinuousWithinAt g (Set.Ioi 0) 0)
    (hs0 : s 0 = 0) (hcpa : ∀ᶠ c in 𝓝[>] (0 : ℝ), SovenEq c v (s c) (g c)) :
    (1 - v * g 0) * s' = v := by
  have h0 : (0 : ℝ) ∉ Set.Ioi (0 : ℝ) := by simp
  have hsl := (hasDerivWithinAt_iff_tendsto_slope' h0).mp hs
  have hD : Tendsto (fun c => 1 - (v - s c) * g c) (𝓝[>] 0) (𝓝 (1 - (v - s 0) * g 0)) :=
    tendsto_const_nhds.sub
      ((tendsto_const_nhds.sub hs.continuousWithinAt.tendsto).mul hg.tendsto)
  rw [hs0, sub_zero] at hD
  have h1 : Tendsto (fun c => (1 - (v - s c) * g c) * slope s 0 c) (𝓝[>] 0)
      (𝓝 ((1 - v * g 0) * s')) := hD.mul hsl
  -- the same product is constantly `v` by the factorised Soven equation
  have h2 : Tendsto (fun c => (1 - (v - s c) * g c) * slope s 0 c) (𝓝[>] 0) (𝓝 v) := by
    refine tendsto_const_nhds.congr' ?_
    filter_upwards [hcpa, self_mem_nhdsWithin] with c hc hpos
    have hc0 : c ≠ 0 := (Set.mem_Ioi.mp hpos).ne'
    have e : slope s 0 c = c⁻¹ • s c := by simp only [slope_def_module, hs0, sub_zero]
    show v = (1 - (v - s c) * g c) * slope s 0 c
    rw [e, mul_smul_comm, soven_factor hc, smul_smul, inv_mul_cancel₀ hc0, one_smul]
  exact tendsto_nhds_unique h1 h2

end OperatorPart

/-- Scalar single-impurity t-matrix `v / (1 - v g)`. -/
def tMatrix (v g : ℂ) : ℂ := v / (1 - v * g)

/-- Dilute limit of the single-band CPA: if `s` and `g` are continuous at `c = 0`, `s(0) = 0`,
`1 - v g(0) ≠ 0` and `s = c v + (v - s) g s` near `0`, then `s` is differentiable at `0` with
`s'(0) = v / (1 - v g(0))`. -/
theorem dilute_limit {s g : ℝ → ℂ} {v : ℂ}
    (hs : ContinuousAt s 0) (hg : ContinuousAt g 0) (hs0 : s 0 = 0)
    (hne : 1 - v * g 0 ≠ 0)
    (hcpa : ∀ᶠ (c : ℝ) in 𝓝 0, s c = (c : ℂ) * v + (v - s c) * g c * s c) :
    HasDerivAt s (tMatrix v (g 0)) 0 := by
  have hc' : ∀ᶠ c in 𝓝[Set.univ] (0 : ℝ), SovenEq c v (s c) (g c) := by
    rw [nhdsWithin_univ]
    filter_upwards [hcpa] with c hc
    show s c = c • v + (v - s c) * g c * s c
    rw [Complex.real_smul]
    exact hc
  have h := dilute_limit_operator (S := Set.univ) (v := v) hs.continuousWithinAt
    hg.continuousWithinAt hs0 (isUnit_iff_ne_zero.mpr hne) hc'
  have e0 : Ring.inverse (1 - v * g 0) = (1 - v * g 0)⁻¹ := Ring.inverse_eq_inv _
  have e : tOp v (g 0) = tMatrix v (g 0) := by
    show Ring.inverse (1 - v * g 0) * v = v / (1 - v * g 0)
    rw [e0, div_eq_inv_mul]
  rw [← e]
  exact hasDerivWithinAt_univ.mp h

/-- If `1 - v g(0) = 0` with `v ≠ 0` and `g` is continuous, a solution of the Soven equation
with `s(0) = 0` has no slope at `c = 0` from positive concentrations. -/
theorem not_differentiable_at_pole {s g : ℝ → ℂ} {v : ℂ} (hv : v ≠ 0)
    (hpole : 1 - v * g 0 = 0) (hg : ContinuousWithinAt g (Set.Ioi 0) 0) (hs0 : s 0 = 0)
    (hcpa : ∀ᶠ (c : ℝ) in 𝓝[>] 0, s c = (c : ℂ) * v + (v - s c) * g c * s c) :
    ¬ DifferentiableWithinAt ℝ s (Set.Ioi 0) 0 := by
  intro hd
  have hc' : ∀ᶠ c in 𝓝[>] (0 : ℝ), SovenEq c v (s c) (g c) := by
    filter_upwards [hcpa] with c hc
    show s c = c • v + (v - s c) * g c * s c
    rw [Complex.real_smul]
    exact hc
  have h : (1 - v * g 0) * derivWithin s (Set.Ioi 0) 0 = v :=
    slope_equation hd.hasDerivWithinAt hg hs0 hc'
  rw [hpole, zero_mul] at h
  exact hv h.symm

/-- Limit `c → 1`: if `s` and `g` are continuous at `c = 1`, `s(1) = v`, `1 + v g(1) ≠ 0` and the
Soven equation holds near `1`, then `s'(1)` is minus the t-matrix of the potential `-v`. -/
theorem concentrated_limit {s g : ℝ → ℂ} {v : ℂ}
    (hs : ContinuousAt s 1) (hg : ContinuousAt g 1) (hs1 : s 1 = v)
    (hne : 1 + v * g 1 ≠ 0)
    (hcpa : ∀ᶠ (c : ℝ) in 𝓝 1, s c = (c : ℂ) * v + (v - s c) * g c * s c) :
    HasDerivAt s (-tMatrix (-v) (g 1)) 1 := by
  have hφ : ContinuousAt (fun x : ℝ => 1 - x) 0 := by fun_prop
  have hφt : Tendsto (fun x : ℝ => 1 - x) (𝓝 0) (𝓝 1) := by
    have h := hφ.tendsto
    simp only [sub_zero] at h
    exact h
  have hs' : ContinuousAt (fun x : ℝ => s (1 - x) - v) 0 := by
    have h1 : ContinuousAt (fun x : ℝ => s (1 - x)) 0 := by
      have h := ContinuousAt.comp_of_eq hs hφ (by simp)
      exact h
    exact h1.sub continuousAt_const
  have hg' : ContinuousAt (fun x : ℝ => g (1 - x)) 0 := by
    have h := ContinuousAt.comp_of_eq hg hφ (by simp)
    exact h
  have hz : s (1 - 0) - v = 0 := by rw [sub_zero, hs1, sub_self]
  have hne' : 1 - (-v) * g (1 - 0) ≠ 0 := by
    rw [sub_zero, neg_mul, sub_neg_eq_add]
    exact hne
  -- exchanging host and impurity: `c ↦ 1 - c`, `v ↦ -v`, `s ↦ s - v`
  have hc' : ∀ᶠ (x : ℝ) in 𝓝 0, s (1 - x) - v
      = (x : ℂ) * (-v) + (-v - (s (1 - x) - v)) * g (1 - x) * (s (1 - x) - v) := by
    filter_upwards [hφt.eventually hcpa] with x hx
    push_cast at hx
    linear_combination hx
  have h : HasDerivAt (fun x : ℝ => s (1 - x) - v) (tMatrix (-v) (g (1 - 0))) 0 :=
    dilute_limit (s := fun x : ℝ => s (1 - x) - v) (g := fun x : ℝ => g (1 - x)) (v := -v)
      hs' hg' hz hne' hc'
  rw [sub_zero] at h
  have h0 : HasDerivAt (fun x : ℝ => s (1 - x) - v) (tMatrix (-v) (g 1)) ((1 : ℝ) - 1) := by
    rw [sub_self]
    exact h
  have hψ : HasDerivAt (fun c : ℝ => 1 - c) (-1) 1 := (hasDerivAt_id' (1 : ℝ)).const_sub 1
  have h2 : HasDerivAt ((fun x : ℝ => s (1 - x) - v) ∘ (fun c : ℝ => 1 - c))
      ((-1 : ℝ) • tMatrix (-v) (g 1)) 1 := HasDerivAt.scomp 1 h0 hψ
  have h3 : HasDerivAt (fun c : ℝ => s (1 - (1 - c)) - v + v)
      ((-1 : ℝ) • tMatrix (-v) (g 1)) 1 := h2.add_const v
  simp only [sub_sub_cancel, sub_add_cancel, neg_smul, one_smul] at h3
  exact h3

/-- Self-energy `2c / (1 + c)` of the atomic limit at energy `z = 2` with `v = 1`. -/
def atomicS (c : ℝ) : ℂ := 2 * (c : ℂ) / (1 + (c : ℂ))

/-- Local Green function `(1 + c) / 2` of the atomic limit at energy `z = 2` with `v = 1`. -/
def atomicG (c : ℝ) : ℂ := (1 + (c : ℂ)) / 2

/-- The pair `atomicS`, `atomicG` with `v = 1` meets all hypotheses of the dilute limit,
satisfies `(2 - s) g = 1` near `c = 0`, and the self-energy has slope `2` there. -/
theorem dilute_limit_witness :
    ContinuousAt atomicS 0 ∧ ContinuousAt atomicG 0 ∧ atomicS 0 = 0 ∧
      1 - 1 * atomicG 0 ≠ 0 ∧
      (∀ᶠ (c : ℝ) in 𝓝 0,
        atomicS c = (c : ℂ) * 1 + (1 - atomicS c) * atomicG c * atomicS c) ∧
      (∀ᶠ (c : ℝ) in 𝓝 0, (2 - atomicS c) * atomicG c = 1) ∧
      HasDerivAt atomicS 2 0 := by
  have ha : ContinuousAt (fun c : ℝ => 2 * (c : ℂ)) 0 := by fun_prop
  have hb : ContinuousAt (fun c : ℝ => 1 + (c : ℂ)) 0 := by fun_prop
  have hS : ContinuousAt atomicS 0 := by
    show ContinuousAt (fun c : ℝ => 2 * (c : ℂ) / (1 + (c : ℂ))) 0
    exact ha.div hb (by simp)
  have hG : ContinuousAt atomicG 0 := by
    show ContinuousAt (fun c : ℝ => (1 + (c : ℂ)) / 2) 0
    exact hb.div_const 2
  have h0 : atomicS 0 = 0 := by simp [atomicS]
  have hne : 1 - 1 * atomicG 0 ≠ 0 := by norm_num [atomicG]
  have hev : ∀ᶠ (c : ℝ) in 𝓝 0, 1 + (c : ℂ) ≠ 0 := hb.eventually_ne (by simp)
  have hcpa : ∀ᶠ (c : ℝ) in 𝓝 0,
      atomicS c = (c : ℂ) * 1 + (1 - atomicS c) * atomicG c * atomicS c := by
    filter_upwards [hev] with c hc
    have hi : (1 + (c : ℂ)) * (1 + (c : ℂ))⁻¹ = 1 := mul_inv_cancel₀ hc
    unfold atomicS atomicG
    linear_combination ((c : ℂ) * (1 + 2 * (c : ℂ) * (1 + (c : ℂ))⁻¹)) * hi
  have hloc : ∀ᶠ (c : ℝ) in 𝓝 0, (2 - atomicS c) * atomicG c = 1 := by
    filter_upwards [hev] with c hc
    have hi : (1 + (c : ℂ)) * (1 + (c : ℂ))⁻¹ = 1 := mul_inv_cancel₀ hc
    unfold atomicS atomicG
    linear_combination (-(c : ℂ)) * hi
  have e : tMatrix 1 (atomicG 0) = 2 := by norm_num [tMatrix, atomicG]
  have hd := dilute_limit hS hG h0 hne hcpa
  rw [e] at hd
  exact ⟨hS, hG, h0, hne, hcpa, hloc, hd⟩

end

end CPADiluteLimit
```

```lean
#print axioms CPADiluteLimit.averageT_eq_zero_iff
-- 'CPADiluteLimit.averageT_eq_zero_iff' depends on axioms: [propext, Classical.choice, Quot.sound]
#print axioms CPADiluteLimit.dilute_limit
-- 'CPADiluteLimit.dilute_limit' depends on axioms: [propext, Classical.choice, Quot.sound]
#print axioms CPADiluteLimit.not_differentiable_at_pole
-- 'CPADiluteLimit.not_differentiable_at_pole' depends on axioms: [propext, Classical.choice, Quot.sound]
#print axioms CPADiluteLimit.concentrated_limit
-- 'CPADiluteLimit.concentrated_limit' depends on axioms: [propext, Classical.choice, Quot.sound]
```

## Notes on the proof

`tOp_lippmann_schwinger` cancels the inverse directly for the first ordering and uses the commutation identity `e` for the second. In `averageT_eq_zero_iff`, `generalize` replaces the two t-matrices by symbols `tA` and `tB` known only through their Lippmann–Schwinger equations. The step `key` is the two-sided multiplication, with `module` collecting the terms in $c$ and $1-c$, and `hR` is the right inverse $1+gt_B$. The limit theorems start from the Soven equation and do not call this equivalence.

`soven_factor` is $Ds=cv$ and `soven_solve` is $s=cD^{-1}v$. In `dilute_limit_operator`, `hD` is the limit of $D(c)$, `hinv` obtains the limit of $D(c)^{-1}$ from `NormedRing.inverse_continuousAt`, and `hev` obtains invertibility for small $c$ from `Units.isOpen`; these two use `CompleteSpace A`. `hasDerivWithinAt_iff_tendsto_slope` turns the goal into convergence of the difference quotient on `S \ {0}`, and the final `calc` identifies that quotient with $D(c)^{-1}v$.

`slope_equation` computes the limit of $D(c)\,s(c)/c$ twice, in `h1` as a product of limits and in `h2` as the constant $v$, and equates the two by `tendsto_nhds_unique`. `not_differentiable_at_pole` substitutes `hpole` and reaches $0=v$.

`dilute_limit` is the operator theorem for the algebra $\mathbb{C}$ with `S := Set.univ`, followed by the identification `e` of `tOp` with `tMatrix`. `concentrated_limit` applies it to $\sigma$; `hc'` is the exchanged equation, closed by `linear_combination hx`, which uses commutativity, and `HasDerivAt.scomp` is the chain rule with factor $-1$. `dilute_limit_witness` verifies the hypotheses for `atomicS` and `atomicG` where $1+c\neq0$, adds $(2-s)g=1$ as `hloc`, and takes the slope $2$ from `dilute_limit` instead of differentiating $2c/(1+c)$.
